# Bloch Sums as Eigenvectors of an Orbital-Corrected Hamiltonian on a Closed Wannier Span

Apply an orbital correction to one cell of a crystal only, and the Hamiltonian generally stops commuting with translations, so crystal momentum no longer labels its eigenstates. Restoring the symmetry is not enough either. If the Hamiltonian carries a Wannier orbital out of the span of its own translates, a Bloch sum of these orbitals can mix with other states of the same crystal momentum, and it need not be an eigenvector. Copying the correction to every cell removes the first difficulty; a closure condition on the span removes the second.

## From one orbital to a band

Let $G$ be a finite abelian group, written additively: the cells of a periodic supercell. Let $T_g$ be its translations on a complex inner-product space, with $T_aT_b=T_{a+b}$, $T_0=1$ and $\langle T_gx,T_gy\rangle=\langle x,y\rangle$. The inner product is linear in its second argument. An orbital $w$ satisfies $\langle w,T_gw\rangle=\delta_{g,0}$. Given a linear operator $h$ that commutes with all $T_g$ and any linear operator $A$, the correction in the home cell, put
$$H=h+\sum_g T_gAT_{-g}.$$

A character $\chi:G\to\mathbb C$ satisfies $\chi(a+b)=\chi(a)\chi(b)$ and $\chi(0)=1$; it plays the role of $e^{ik\cdot g}$. Define
$$b_\chi=\sum_g\chi(g)T_gw,\qquad \varepsilon_\chi=\sum_g\chi(-g)\langle T_gw,Hw\rangle.$$

**Claim.** If $Hw$ lies in the span of the $T_gw$, then $b_\chi\neq0$ and $Hb_\chi=\varepsilon_\chi b_\chi$ for every $\chi$.

First, $H$ commutes with translations. Replacing $g$ by $s+g$ in the sum gives
$$\sum_gT_gAT_{-g}T_s=\sum_gT_{s+g}AT_{-g}=T_s\sum_gT_gAT_{-g}.$$

The translates are orthonormal, because $\langle T_iw,T_jw\rangle=\langle w,T_{j-i}w\rangle=\delta_{ij}$. The Bloch sum acquires a phase under translation:
$$T_sb_\chi=\sum_g\chi(g)T_{s+g}w=\sum_g\chi(g-s)T_gw=\chi(-s)b_\chi.$$

Now expand $Hw=\sum_gc_gT_gw$. Orthonormality gives $c_g=\langle T_gw,Hw\rangle$, and therefore
$$Hb_\chi=\sum_s\chi(s)T_sHw=\sum_gc_gT_gb_\chi=\sum_gc_g\chi(-g)b_\chi=\varepsilon_\chi b_\chi.$$
Finally $\langle w,b_\chi\rangle=\chi(0)=1$, so $b_\chi\neq0$. Its squared norm is $|G|$, and the normalised state is $b_\chi/\sqrt{|G|}$.

If $h$ and $A$ are symmetric, then so is $H$, since $\langle T_gx,y\rangle=\langle x,T_{-g}y\rangle$. From
$$\overline{\varepsilon_\chi}\langle b_\chi,b_\chi\rangle=\langle Hb_\chi,b_\chi\rangle=\langle b_\chi,Hb_\chi\rangle=\varepsilon_\chi\langle b_\chi,b_\chi\rangle$$
it follows that $\varepsilon_\chi$ is real.

Conversely, suppose a linear operator $H$ sends every $b_\chi$ to a multiple $\varepsilon_\chi b_\chi$, with arbitrary numbers $\varepsilon_\chi$. Character orthogonality, $\sum_\chi\chi(x)=|G|\delta_{x,0}$, gives
$$\sum_\chi\chi(-g)b_\chi=|G|\,T_gw,\qquad HT_gw=\frac1{|G|}\sum_\chi\chi(-g)\varepsilon_\chi b_\chi,$$
so $H$ leaves the orbital span invariant.

The same argument covers $m$ orbitals $w_1,\dots,w_m$ per cell, with all translates orthonormal and every $Hw_j$ in their joint span. Writing $b_{\chi,j}$ for the Bloch sum of $w_j$, one finds by hand
$$Hb_{\chi,j}=\sum_iM_{ij}(\chi)b_{\chi,i},\qquad M_{ij}(\chi)=\sum_g\chi(-g)\langle T_gw_i,Hw_j\rangle.$$
The single band energy is replaced by an $m\times m$ matrix, whose eigenvalues are the energies of the $m$ bands; the Lean development below treats $m=1$.

## Translations, orbital and correction in Lean

The space `E` may be infinite-dimensional and need not be complete.

```lean
import Mathlib

open Finset

namespace KoopmansBloch

noncomputable section

variable {G E : Type*} [AddCommGroup G] [Fintype G]
  [NormedAddCommGroup E] [InnerProductSpace ℂ E]
```

An `AddChar` turns addition into multiplication. With values in `Module.End ℂ E` it is therefore a representation of the translations; with values in `ℂ` it is a character. Unitarity is a separate condition.

```lean
/-- The translations preserve all inner products. -/
def IsUnitaryAction (T : AddChar G (Module.End ℂ E)) : Prop :=
  ∀ g x y, inner ℂ (T g x) (T g y) = inner ℂ x y

/-- The orbital `w` is normalised and orthogonal to each of its translates by `g ≠ 0`. -/
def IsWannier [DecidableEq G] (T : AddChar G (Module.End ℂ E)) (w : E) : Prop :=
  ∀ g, inner ℂ w (T g w) = if g = 0 then 1 else 0

/-- The space spanned by all translates of the orbital `w`. -/
def wannierSpace (T : AddChar G (Module.End ℂ E)) (w : E) : Submodule ℂ E :=
  Submodule.span ℂ (Set.range fun g => T g w)
```

The correction `A` is a fixed linear operator. In a Koopmans-compliant functional each orbital feels its own potential. If $v$ is the potential of $w$ at given orbitals, `A` would be the map $x\mapsto\langle w,x\rangle\,vw$, which acts on $w$ as $v$ and vanishes on the other translates. For symmetric $v$ this map is symmetric only if $w$ is an eigenvector of $v$, so the symmetry of `A` assumed in `bandEnergy_real` is a further restriction. Neither self-consistency nor the piecewise-linearity condition that determines this potential enters.

```lean
/-- The Hamiltonian `h` plus the orbital correction `A` carried to every cell. -/
def koopmansH (T : AddChar G (Module.End ℂ E)) (h A : Module.End ℂ E) : Module.End ℂ E :=
  h + ∑ g, T g * A * T (-g)
```

The operators act on all of `E`, so an unbounded Hamiltonian fits only when `E` is a common invariant domain.

```lean
/-- The sum of the translates of `w` weighted by the character `χ`. -/
def blochSum (T : AddChar G (Module.End ℂ E)) (w : E) (χ : AddChar G ℂ) : E :=
  ∑ g, χ g • T g w

/-- The character-weighted sum of the matrix elements of `H` between `w` and its translates. -/
def bandEnergy (T : AddChar G (Module.End ℂ E)) (w : E) (H : Module.End ℂ E)
    (χ : AddChar G ℂ) : ℂ :=
  ∑ g, χ (-g) * inner ℂ (T g w) (H w)
```

`blochSum` is the unnormalised $b_\chi$, and `bandEnergy` is $\varepsilon_\chi$.

## Symmetry of the corrected Hamiltonian

```lean
omit [Fintype G] in
/-- Two successive translations amount to the translation by the sum. -/
theorem translate_translate (T : AddChar G (Module.End ℂ E)) (a b : G) (x : E) :
    T a (T b x) = T (a + b) x := by
  rw [AddChar.map_add_eq_mul]
  rfl
```

The next proof shifts the summation index with `Equiv.sum_comp`, then cancels the translation on the right through the identity `e`.

```lean
/-- If `h` commutes with the translations, so does the corrected Hamiltonian. -/
theorem koopmansH_commute (T : AddChar G (Module.End ℂ E)) (h A : Module.End ℂ E)
    (hh : ∀ s, Commute h (T s)) (s : G) : Commute (koopmansH T h A) (T s) := by
  have key : (∑ g, T g * A * T (-g)) * T s = T s * ∑ g, T g * A * T (-g) := by
    rw [Finset.sum_mul, Finset.mul_sum,
      ← Equiv.sum_comp (Equiv.addLeft s) (fun g => T g * A * T (-g) * T s)]
    refine Finset.sum_congr rfl fun g _ => ?_
    -- the shift by `s` cancels on the right and survives on the left
    have e : T (-(s + g)) * T s = T (-g) := by
      rw [← AddChar.map_add_eq_mul]
      congr 1
      abel
    simp only [Equiv.coe_addLeft]
    rw [mul_assoc, e, AddChar.map_add_eq_mul]
    simp only [mul_assoc]
  change (h + _) * T s = T s * (h + _)
  rw [add_mul, mul_add, key, (hh s).eq]
```

Orthonormality follows by writing $T_jw=T_iT_{j-i}w$ and removing $T_i$ with unitarity.

```lean
omit [Fintype G] in
/-- Under a unitary action, all translates of a Wannier orbital are orthonormal. -/
theorem translates_orthonormal [DecidableEq G] (T : AddChar G (Module.End ℂ E)) (w : E)
    (hT : IsUnitaryAction T) (hw : IsWannier T w) : Orthonormal ℂ (fun g => T g w) := by
  rw [orthonormal_iff_ite]
  intro i j
  have e : T j w = T i (T (j - i) w) := by
    rw [translate_translate, add_sub_cancel]
  rw [e, hT, hw]
  simp only [sub_eq_zero, eq_comm]
```

For the Bloch phase, the same index shift is made on the right-hand side of the equation.

```lean
/-- A translation by `s` multiplies the Bloch sum by the phase `χ (-s)`. -/
theorem translate_blochSum (T : AddChar G (Module.End ℂ E)) (w : E) (χ : AddChar G ℂ)
    (s : G) : T s (blochSum T w χ) = χ (-s) • blochSum T w χ := by
  unfold blochSum
  rw [map_sum, Finset.smul_sum,
    ← Equiv.sum_comp (Equiv.addLeft s) (fun g => χ (-s) • χ g • T g w)]
  refine Finset.sum_congr rfl fun g _ => ?_
  simp only [Equiv.coe_addLeft]
  rw [map_smul, translate_translate, smul_smul, ← AddChar.map_add_eq_mul,
    neg_add_cancel_left]
```

## The eigenvalue equation

The hypothesis `hinv` asks only that $Hw$ lie in the span. Because $HT_sw=T_sHw$, this already makes the whole span invariant. Physically, the orbital describes a single band closed under $H$; this is assumed, not derived from `h` and `A`.

`HasEigenvector` contains both the eigenvalue equation and the fact that the vector is nonzero. After `generalize`, all that the proof uses about $H$ is that it commutes with translations and meets the span condition. `hcoef` identifies the expansion coefficients, `h1` exchanges the two sums, and `translate_blochSum` supplies the phases. The second branch computes the overlap with $w$.

```lean
/-- Let the translations be unitary and commute with `h`. If the corrected Hamiltonian maps the
Wannier orbital into the span of its translates, every Bloch sum is an eigenvector, with the band
energy as eigenvalue. -/
theorem blochSum_hasEigenvector [DecidableEq G] (T : AddChar G (Module.End ℂ E)) (w : E)
    (h A : Module.End ℂ E) (hT : IsUnitaryAction T) (hw : IsWannier T w)
    (hh : ∀ s, Commute h (T s)) (hinv : koopmansH T h A w ∈ wannierSpace T w)
    (χ : AddChar G ℂ) :
    Module.End.HasEigenvector (koopmansH T h A) (bandEnergy T w (koopmansH T h A) χ)
      (blochSum T w χ) := by
  have hc := koopmansH_commute T h A hh
  generalize koopmansH T h A = H at *
  refine ⟨Module.End.mem_eigenspace_iff.2 ?_, ?_⟩
  · -- expand `H w` in the orthonormal translates
    obtain ⟨c, hcw⟩ := (Submodule.mem_span_range_iff_exists_fun ℂ).1 hinv
    have hcoef : ∀ g, inner ℂ (T g w) (H w) = c g := fun g => by
      rw [← hcw]
      exact (translates_orthonormal T w hT hw).inner_right_fintype c g
    have hHT : ∀ s, H (T s w) = T s (H w) := fun s => LinearMap.congr_fun (hc s).eq w
    -- exchange the two lattice sums
    have h1 : H (blochSum T w χ) = ∑ g, c g • T g (blochSum T w χ) := by
      simp only [blochSum, map_sum, map_smul, hHT, ← hcw, Finset.smul_sum]
      rw [Finset.sum_comm]
      refine Finset.sum_congr rfl fun g _ => Finset.sum_congr rfl fun s _ => ?_
      rw [translate_translate, translate_translate, add_comm s g, smul_comm]
    rw [h1, bandEnergy, Finset.sum_smul]
    refine Finset.sum_congr rfl fun g _ => ?_
    rw [translate_blochSum, hcoef, smul_smul, mul_comm]
  · -- the overlap with the home orbital is one
    intro h0
    have h1 : inner ℂ w (blochSum T w χ) = 1 := by
      rw [blochSum, inner_sum]
      simp only [inner_smul_right, hw _, mul_ite, mul_one, mul_zero, Finset.sum_ite_eq',
        Finset.mem_univ, if_true, AddChar.map_zero_eq_one]
    rw [h0, inner_zero_right] at h1
    exact zero_ne_one h1
```

For a fixed linear correction and one orbital per cell of a finite periodic lattice, the energies of a band that meets the closure condition can thus be computed from the matrix elements $\langle T_gw,Hw\rangle$.

## Real energies and the converse

Here `adj` moves a translation across the inner product, `hH` establishes symmetry of $H$, and the eigenvector theorem supplies the eigenvalue whose reality is needed.

```lean
/-- Under the hypotheses of `blochSum_hasEigenvector`, if `h` and `A` are symmetric operators, the
band energies are real. -/
theorem bandEnergy_real [DecidableEq G] (T : AddChar G (Module.End ℂ E)) (w : E)
    (h A : Module.End ℂ E) (hT : IsUnitaryAction T) (hw : IsWannier T w)
    (hh : ∀ s, Commute h (T s)) (hinv : koopmansH T h A w ∈ wannierSpace T w)
    (hs : LinearMap.IsSymmetric h) (hA : LinearMap.IsSymmetric A) (χ : AddChar G ℂ) :
    (bandEnergy T w (koopmansH T h A) χ).im = 0 := by
  -- the adjoint of a translation is the inverse translation
  have adj : ∀ g x y, inner ℂ (T g x) y = inner ℂ x (T (-g) y) := fun g x y => by
    rw [← hT g x (T (-g) y), translate_translate, add_neg_cancel, AddChar.map_zero_eq_one]
    rfl
  have hH : LinearMap.IsSymmetric (koopmansH T h A) := by
    intro x y
    simp only [koopmansH, LinearMap.add_apply, LinearMap.sum_apply, Module.End.mul_apply,
      inner_add_left, inner_add_right, sum_inner, inner_sum]
    rw [hs x y]
    congr 1
    refine Finset.sum_congr rfl fun g _ => ?_
    rw [adj, hA, adj, neg_neg]
  exact Complex.conj_eq_iff_im.1 (hH.conj_eigenvalue_eq_self
    (Module.End.hasEigenvalue_of_hasEigenvector
      (blochSum_hasEigenvector T w h A hT hw hh hinv χ)))
```

The converse needs neither unitarity, nor orthonormality, nor commutation with translations. The proof checks invariance on the generators $T_gw$: `inv` is the inverse character sum, and `hN` permits division by $|G|$.

```lean
/-- Conversely, if a linear operator multiplies every Bloch sum by a number, it leaves the
span of the translated orbitals invariant. -/
theorem wannierSpace_invariant (T : AddChar G (Module.End ℂ E)) (w : E)
    (H : Module.End ℂ E) (ε : AddChar G ℂ → ℂ)
    (hε : ∀ χ, H (blochSum T w χ) = ε χ • blochSum T w χ) :
    ∀ x ∈ wannierSpace T w, H x ∈ wannierSpace T w := by
  classical
  have hb : ∀ χ, blochSum T w χ ∈ wannierSpace T w := fun χ =>
    Submodule.sum_mem _ fun g _ =>
      Submodule.smul_mem _ _ (Submodule.subset_span ⟨g, rfl⟩)
  have hle : wannierSpace T w ≤ (wannierSpace T w).comap H := by
    refine Submodule.span_le.2 ?_
    rintro _ ⟨g, rfl⟩
    -- character orthogonality recovers each translate from the Bloch sums
    have inv : ∑ χ : AddChar G ℂ, χ (-g) • blochSum T w χ
        = (Fintype.card G : ℂ) • T g w := by
      simp only [blochSum, Finset.smul_sum, smul_smul, ← AddChar.map_add_eq_mul]
      rw [Finset.sum_comm]
      simp only [← Finset.sum_smul, AddChar.sum_apply_eq_ite, neg_add_eq_zero, ite_smul,
        zero_smul, Finset.sum_ite_eq, Finset.mem_univ, if_true]
    have hN : (Fintype.card G : ℂ) ≠ 0 := Nat.cast_ne_zero.2 Fintype.card_ne_zero
    have hm : (Fintype.card G : ℂ) • H (T g w) ∈ wannierSpace T w := by
      rw [← map_smul, ← inv, map_sum]
      refine Submodule.sum_mem _ fun χ _ => ?_
      rw [map_smul, hε]
      exact Submodule.smul_mem _ _ (Submodule.smul_mem _ _ (hb χ))
    have hmem : H (T g w) ∈ wannierSpace T w :=
      (Submodule.smul_mem_iff (wannierSpace T w) hN).1 hm
    exact hmem
  exact fun x hx => hle hx
```

## A hopping model that meets the conditions

On functions $f:G\to\mathbb C$, let $(T_gf)(x)=f(x-g)$, and let $w$ be the function supported at the origin with value one.

```lean
/-- Translations of the complex functions on the lattice `G`. -/
def shift : AddChar G (Module.End ℂ (EuclideanSpace ℂ G)) where
  toFun g :=
    { toFun := fun f => WithLp.toLp 2 (fun x => f.ofLp (x - g))
      map_add' := fun _ _ => by ext x; simp
      map_smul' := fun _ _ => by ext x; simp }
  map_zero_eq_one' := by ext f x; simp
  map_add_eq_mul' a b := by
    refine LinearMap.ext fun f => ?_
    ext x
    simp [sub_sub]

/-- The function equal to one at the origin of the lattice and zero elsewhere. -/
def site [DecidableEq G] : EuclideanSpace ℂ G :=
  WithLp.toLp 2 (fun x => if x = 0 then 1 else 0)
```

Take $h=T_a+T_{-a}$, which for $2a\neq0$ is hopping by $\pm a$ with unit amplitude; for $2a=0$ the two terms coincide. Reindexing proves unitarity, and commutativity of $G$ proves that $h$ commutes with translations. The translated site functions span the whole space, so the closure condition holds for every `A`: the coefficients of a vector $v$ are its values $v(g)$.

```lean
/-- Lattice functions with the site orbital, hopping by `±a` and any correction `A` meet all
conditions of the eigenvector theorem. -/
theorem hopping_witness [DecidableEq G] (a : G) (A : Module.End ℂ (EuclideanSpace ℂ G)) :
    IsUnitaryAction (shift (G := G)) ∧ IsWannier (shift (G := G)) site ∧
    (∀ s, Commute (shift a + shift (-a)) (shift (G := G) s)) ∧
    koopmansH shift (shift a + shift (-a)) A site ∈ wannierSpace (shift (G := G)) site := by
  refine ⟨fun g x y => ?_, fun g => ?_, fun s => ?_, ?_⟩
  · rw [PiLp.inner_apply, PiLp.inner_apply]
    exact Equiv.sum_comp (Equiv.subRight g) (fun i => inner ℂ (x.ofLp i) (y.ofLp i))
  · simp [PiLp.inner_apply, shift, site]
  · have hc : ∀ b : G, Commute (shift b) (shift (G := G) s) := fun b => by
      change shift b * shift s = shift s * shift b
      rw [← AddChar.map_add_eq_mul, ← AddChar.map_add_eq_mul, add_comm]
    exact (hc a).add_left (hc (-a))
  · -- the translated sites span every lattice function
    generalize koopmansH shift (shift a + shift (-a)) A site = v
    refine (Submodule.mem_span_range_iff_exists_fun ℂ).2 ⟨fun g => v.ofLp g, ?_⟩
    ext x
    simp [shift, site, sub_eq_zero]

end

end KoopmansBloch
```

```lean
#print axioms KoopmansBloch.blochSum_hasEigenvector
-- 'KoopmansBloch.blochSum_hasEigenvector' depends on axioms: [propext, Classical.choice, Quot.sound]
#print axioms KoopmansBloch.bandEnergy_real
-- 'KoopmansBloch.bandEnergy_real' depends on axioms: [propext, Classical.choice, Quot.sound]
#print axioms KoopmansBloch.wannierSpace_invariant
-- 'KoopmansBloch.wannierSpace_invariant' depends on axioms: [propext, Classical.choice, Quot.sound]
```
